# The static Josephson vortex has energy 8, the minimum for a 2π phase rise on an infinite junction

To start a simulation of a long Josephson junction holding one flux quantum, one can fill the phase array with φᵢ = 4 arctan(exp(xᵢ − a)), where xᵢ are the grid points and a is the chosen vortex centre, and compare the discretised energy with 8. The theorems below justify both the profile and the number for a static, lossless, uniform junction of infinite length without bias current.

Lengths are in units of the Josephson length. Energies are in units of the Josephson coupling energy of a piece of junction one Josephson length long. The superconducting phase difference is a function φ of one coordinate x, and a prime denotes d/dx.

```lean
import Mathlib

open Real Filter Topology MeasureTheory

namespace JosephsonVortex

noncomputable section
```

## A profile that obeys a first-order equation

The vortex centred at the origin is

φ(x) = 4 arctan(eˣ).

In Lean it is an ordinary function from the reals to the reals. The phase is therefore not reduced modulo 2π, and a full turn differs from no turn.

```lean
/-- The phase profile of a static Josephson vortex centred at the origin, with lengths in units
of the Josephson length. -/
def vortex (x : ℝ) : ℝ := 4 * Real.arctan (Real.exp x)
```

A static profile costs gradient energy, which comes from the magnetic field and the screening currents in the superconducting electrodes, and coupling energy, which vanishes when φ is a multiple of 2π. The density is

φ'²/2 + 1 − cos φ.

This expression is the physical input: it is taken as the model and not derived from a microscopic theory. In Lean, `deriv φ x` stands for φ'(x).

```lean
/-- The energy density of a static phase profile: gradient energy plus Josephson coupling energy. -/
def energyDensity (φ : ℝ → ℝ) (x : ℝ) : ℝ := (deriv φ x) ^ 2 / 2 + 1 - Real.cos (φ x)
```

The total energy is the integral of the density over the whole line. Lean's integral returns 0 for a function that is not integrable, whereas a non-integrable density here means infinite energy. Theorems about the total energy of a general profile therefore carry integrability as a hypothesis.

```lean
/-- The integral of the energy density over the whole line. For a differentiable profile with
integrable density this is the total energy on the infinite junction. -/
def energy (φ : ℝ → ℝ) : ℝ := ∫ x, energyDensity φ x
```

The argument compares φ' with 2 sin(φ/2). Their difference is called the defect:

D = φ' − 2 sin(φ/2).

```lean
/-- The amount by which a profile fails the first-order equation `φ' = 2 sin (φ / 2)`. -/
def defect (φ : ℝ → ℝ) (x : ℝ) : ℝ := deriv φ x - 2 * Real.sin (φ x / 2)
```

For the vortex, put θ = arctan(eˣ), so that φ/2 = 2θ. Since tan θ = eˣ, we have sin θ = eˣ cos θ and cos²θ = 1/(1 + e²ˣ). Hence

sin(φ/2) = 2 sin θ cos θ = 2eˣ cos²θ = 2eˣ/(1 + e²ˣ).

The proof follows the same route: `hs` is the relation between sin θ and cos θ, which `rw` substitutes into the goal, and `hc` is the formula for cos²θ, with which `linear_combination` finishes.

```lean
/-- The sine of half the vortex phase, in terms of exponentials. -/
theorem sin_half_vortex (x : ℝ) :
    Real.sin (vortex x / 2) = 2 * Real.exp x / (1 + Real.exp x ^ 2) := by
  have half : vortex x / 2 = 2 * Real.arctan (Real.exp x) := by unfold vortex; ring
  have hs : Real.sin (Real.arctan (Real.exp x))
      = Real.exp x * Real.cos (Real.arctan (Real.exp x)) := by
    rw [Real.sin_arctan, Real.cos_arctan]; ring
  have hc := Real.cos_sq_arctan (Real.exp x)
  rw [half, Real.sin_two_mul, hs]
  linear_combination (2 * Real.exp x) * hc
```

The chain rule gives

φ' = 4eˣ/(1 + e²ˣ) = 2 sin(φ/2),

so the vortex has D = 0 everywhere. `HasDerivAt vortex c x` says that the vortex is differentiable at x with derivative c.

```lean
/-- The vortex obeys the first-order equation `φ' = 2 sin (φ / 2)`. -/
theorem hasDerivAt_vortex (x : ℝ) : HasDerivAt vortex (2 * Real.sin (vortex x / 2)) x := by
  have h := ((Real.hasDerivAt_exp x).arctan).const_mul 4
  refine h.congr_deriv ?_
  rw [sin_half_vortex]
  ring
```

## Completing the square

For any profile, write s = sin(φ/2). Then 1 − cos φ = 2s², and

D²/2 = φ'²/2 − 2φ's + 2s².

Rearranged, this gives

φ'²/2 + 1 − cos φ = D²/2 + 2φ's.

The first term on the right is never negative, and the second is linear in the gradient. The Lean proof supplies the double-angle formula and sin² + cos² = 1, and the rest is algebra.

```lean
/-- Completing the square: the energy density is half the squared defect plus a term that is
linear in the phase gradient. -/
theorem energyDensity_eq (φ : ℝ → ℝ) (x : ℝ) :
    energyDensity φ x = defect φ x ^ 2 / 2 + 2 * deriv φ x * Real.sin (φ x / 2) := by
  have h1 := Real.cos_two_mul (φ x / 2)
  have h2 := Real.sin_sq_add_cos_sq (φ x / 2)
  rw [show 2 * (φ x / 2) = φ x by ring] at h1
  unfold energyDensity defect
  linear_combination -h1 - 2 * h2
```

For the vortex only the linear term survives. From 1 + e²ˣ = 2eˣ cosh x it follows that s = 1/cosh x and φ' = 2/cosh x, so the density is

2φ's = 4/cosh²x.

```lean
/-- The energy density of the vortex is `4 / cosh² x`. -/
theorem energyDensity_vortex (x : ℝ) : energyDensity vortex x = 4 / Real.cosh x ^ 2 := by
  have hm : Real.exp x * Real.exp (-x) = 1 := by rw [← Real.exp_add]; simp
  have h1 : 1 + Real.exp x ^ 2 = 2 * Real.exp x * Real.cosh x := by
    rw [Real.cosh_eq]; linear_combination -hm
  have he := Real.exp_ne_zero x
  have hc := (Real.cosh_pos x).ne'
  have hs : Real.sin (vortex x / 2) = 1 / Real.cosh x := by
    rw [sin_half_vortex, h1]; field_simp
  rw [energyDensity_eq, defect, (hasDerivAt_vortex x).deriv, hs]
  ring
```

This density is integrable because |sinh x| ≥ |x|, which gives

cosh²x = 1 + sinh²x ≥ 1 + x²,

4/cosh²x ≤ 4/(1 + x²).

The proof treats x ≥ 0 and x ≤ 0 separately to obtain the inequality, then uses the known integrability of 1/(1 + x²).

```lean
/-- The energy density of the vortex is integrable over the whole junction. -/
theorem integrable_energyDensity_vortex : Integrable (energyDensity vortex) := by
  rw [show energyDensity vortex = fun x => 4 / Real.cosh x ^ 2 from funext energyDensity_vortex]
  refine (integrable_inv_one_add_sq.const_mul 4).mono'
    (continuous_const.div (Real.continuous_cosh.pow 2)
      (fun x => pow_ne_zero 2 (Real.cosh_pos x).ne')).aestronglyMeasurable
    (ae_of_all _ fun x => ?_)
  -- compare with a Lorentzian, using `|x| ≤ |sinh x|`
  have hx : 1 + x ^ 2 ≤ Real.cosh x ^ 2 := by
    rw [Real.cosh_sq]
    rcases le_total 0 x with h | h
    · have := Real.self_le_sinh_iff.2 h
      nlinarith
    · have := Real.sinh_le_self_iff.2 h
      nlinarith
  rw [Real.norm_of_nonneg (by positivity), ← div_eq_mul_inv]
  gcongr
```

## The boundary values contribute 8

Now let φ be any differentiable profile with integrable energy density that tends to 0 on the left and to 2π on the right. It need not be monotone or stay between these values. The linear term is a total derivative:

2φ's = d/dx [−4 cos(φ/2)].

Its integral depends only on the two limits:

−4 cos π − (−4 cos 0) = 4 + 4 = 8.

To integrate the two parts separately, each must be integrable. The density minus or plus 2φ's equals (φ' ∓ 2s)²/2, which is non-negative, so |2φ's| is bounded by the density. The linear term is therefore integrable, and by subtraction so is D²/2. The result is

E = 8 + ∫ D²/2 dx.

In the proof, `hcross` and `hsq` are these two integrability facts, `hder` is the total derivative, and `hint` evaluates its integral from the limits. The filters `atBot` and `atTop` stand for x → −∞ and x → +∞.

```lean
/-- For a differentiable profile going from `0` to `2π` with integrable energy density, the energy
is `8` plus the integral of half the squared defect, which is itself integrable. -/
theorem energy_eq_eight_add {φ : ℝ → ℝ} (hφ : Differentiable ℝ φ)
    (hE : Integrable (energyDensity φ)) (h0 : Tendsto φ atBot (𝓝 0))
    (h1 : Tendsto φ atTop (𝓝 (2 * π))) :
    Integrable (fun x => defect φ x ^ 2 / 2) ∧ energy φ = 8 + ∫ x, defect φ x ^ 2 / 2 := by
  have hmeas : Measurable (fun x => 2 * deriv φ x * Real.sin (φ x / 2)) :=
    ((measurable_deriv φ).const_mul 2).mul
      (Real.continuous_sin.comp (hφ.continuous.div_const 2)).measurable
  have hcross : Integrable (fun x => 2 * deriv φ x * Real.sin (φ x / 2)) := by
    refine hE.mono' hmeas.aestronglyMeasurable (ae_of_all _ fun x => ?_)
    rw [energyDensity_eq, defect, Real.norm_eq_abs, abs_le]
    constructor
    · nlinarith [sq_nonneg (deriv φ x + 2 * Real.sin (φ x / 2))]
    · nlinarith [sq_nonneg (deriv φ x - 2 * Real.sin (φ x / 2))]
  have hsq : Integrable (fun x => defect φ x ^ 2 / 2) := by
    refine (hE.sub hcross).congr (ae_of_all _ fun x => ?_)
    simp only [Pi.sub_apply, energyDensity_eq]
    ring
  -- the linear term is the derivative of `-4 cos (φ / 2)`
  have hder : ∀ x, HasDerivAt (fun y => -4 * Real.cos (φ y / 2))
      (2 * deriv φ x * Real.sin (φ x / 2)) x := fun x =>
    ((((hφ x).hasDerivAt.div_const 2).cos).const_mul (-4)).congr_deriv (by ring)
  have hlim : ∀ {l : Filter ℝ} {c : ℝ}, Tendsto φ l (𝓝 c) →
      Tendsto (fun y => -4 * Real.cos (φ y / 2)) l (𝓝 (-4 * Real.cos (c / 2))) := fun h =>
    ((Real.continuous_cos.tendsto _).comp (h.div_const 2)).const_mul (-4)
  have hint := integral_of_hasDerivAt_of_tendsto hder hcross (hlim h0) (hlim h1)
  rw [show 2 * π / 2 = π by ring, zero_div, Real.cos_pi, Real.cos_zero] at hint
  refine ⟨hsq, ?_⟩
  unfold energy
  simp only [energyDensity_eq]
  rw [integral_add hsq hcross, hint]
  ring
```

## The vortex as a solution with energy 8

Differentiating the first-order equation once more gives the static sine-Gordon equation:

φ'' = cos(φ/2) φ' = 2 sin(φ/2) cos(φ/2) = sin φ.

The profile increases strictly because exp and arctan do. As x → −∞, eˣ → 0 and φ → 0; as x → +∞, arctan(eˣ) → π/2 and φ → 2π. With D = 0, the energy formula leaves exactly 8.

The theorem collects these facts for `vortex`. Its first clause says that φ' is itself differentiable at every x, with derivative sin φ(x). Integrability of the density is part of the conclusion here, not an assumption.

```lean
/-- The Josephson vortex solves the static sine-Gordon equation `φ'' = sin φ`, rises strictly from
`0` to `2π`, and has an integrable energy density with integral exactly `8`. -/
theorem josephson_vortex :
    (∀ x, HasDerivAt (deriv vortex) (Real.sin (vortex x)) x) ∧ StrictMono vortex ∧
    Tendsto vortex atBot (𝓝 0) ∧ Tendsto vortex atTop (𝓝 (2 * π)) ∧
    Integrable (energyDensity vortex) ∧ energy vortex = 8 := by
  have hbot : Tendsto vortex atBot (𝓝 0) := by
    have h := ((Real.continuous_arctan.tendsto 0).comp Real.tendsto_exp_atBot).const_mul 4
    rw [Real.arctan_zero, mul_zero] at h
    exact h
  have htop : Tendsto vortex atTop (𝓝 (2 * π)) := by
    have h := ((Real.tendsto_arctan_atTop.mono_right nhdsWithin_le_nhds).comp
      Real.tendsto_exp_atTop).const_mul 4
    rw [show 4 * (π / 2) = 2 * π by ring] at h
    exact h
  refine ⟨fun x => ?_, fun a b h => ?_, hbot, htop, integrable_energyDensity_vortex, ?_⟩
  · -- differentiate the first-order equation once more
    rw [show deriv vortex = fun y => 2 * Real.sin (vortex y / 2) from
      funext fun y => (hasDerivAt_vortex y).deriv]
    refine ((((hasDerivAt_vortex x).div_const 2).sin).const_mul 2).congr_deriv ?_
    have h := Real.sin_two_mul (vortex x / 2)
    rw [show 2 * (vortex x / 2) = vortex x by ring] at h
    rw [h]
    ring
  · have := Real.arctan_strictMono (Real.exp_strictMono h)
    unfold vortex
    linarith
  · have hd : ∀ x, defect vortex x = 0 := fun x => by
      rw [defect, (hasDerivAt_vortex x).deriv, sub_self]
    rw [(energy_eq_eight_add (fun x => (hasDerivAt_vortex x).differentiableAt)
      integrable_energyDensity_vortex hbot htop).2]
    simp [hd]
```

## No competing profile has lower energy

Since D²/2 ≥ 0, the energy formula gives E ≥ 8 for every profile it covers. The competitors need not solve any equation of motion. The boundary limits fix the total phase rise, which corresponds to one flux quantum; without that constraint, the constant phase φ = 0 has zero energy.

```lean
/-- Every differentiable profile from `0` to `2π` with integrable energy density has energy at
least `8`. -/
theorem eight_le_energy {φ : ℝ → ℝ} (hφ : Differentiable ℝ φ)
    (hE : Integrable (energyDensity φ)) (h0 : Tendsto φ atBot (𝓝 0))
    (h1 : Tendsto φ atTop (𝓝 (2 * π))) : 8 ≤ energy φ := by
  rw [(energy_eq_eight_add hφ hE h0 h1).2]
  have : 0 ≤ ∫ x, defect φ x ^ 2 / 2 := integral_nonneg fun x => by positivity
  linarith
```

Suppose now that E = 8 and that φ' is continuous. Then ∫ D²/2 dx = 0, so D vanishes except possibly on a set of measure zero. Because D is continuous, it vanishes everywhere, and

φ' = 2 sin(φ/2)

at every x. A continuous profile going from 0 to 2π takes the value π at some point a. The vortex centred at a has the same value there, since 4 arctan(1) = π, and it obeys the same equation. The right-hand side 2 sin(y/2) has derivative cos(y/2), which is at most 1 in absolute value, so it is Lipschitz with constant 1 and the solution through a given value is unique. Hence

φ(x) = 4 arctan(exp(x − a)).

Conversely, every translate of the vortex has zero defect and energy 8.

The proof has the same stages: `hzero` is the vanishing of D²/2 everywhere, `hode` the first-order equation, and `hLip` the Lipschitz bound passed to the uniqueness theorem `ODE_solution_unique_univ`. The existential `∃ a` in the statement is the freedom to place the vortex anywhere on a uniform junction. The theorem concerns static energies only; motion, damping, bias current, junction ends and pinning by inhomogeneities do not enter.

```lean
/-- A continuously differentiable profile from `0` to `2π` with integrable energy density has
energy `8` exactly when it is a translate of the Josephson vortex. -/
theorem energy_eq_eight_iff {φ : ℝ → ℝ} (hφ : Differentiable ℝ φ) (hφ' : Continuous (deriv φ))
    (hE : Integrable (energyDensity φ)) (h0 : Tendsto φ atBot (𝓝 0))
    (h1 : Tendsto φ atTop (𝓝 (2 * π))) :
    energy φ = 8 ↔ ∃ a, φ = fun x => vortex (x - a) := by
  obtain ⟨hsq, hen⟩ := energy_eq_eight_add hφ hE h0 h1
  have hshift : ∀ a x, HasDerivAt (fun y => vortex (y - a))
      (2 * Real.sin (vortex (x - a) / 2)) x := fun a x =>
    (hasDerivAt_vortex (x - a)).comp_sub_const x a
  constructor
  · intro h8
    have hz : ∫ x, defect φ x ^ 2 / 2 = 0 := by linarith
    have hae := (integral_eq_zero_iff_of_nonneg
      (fun x => div_nonneg (sq_nonneg (defect φ x)) zero_le_two) hsq).1 hz
    have hcont : Continuous (fun x => defect φ x ^ 2 / 2) :=
      ((hφ'.sub (continuous_const.mul
        (Real.continuous_sin.comp (hφ.continuous.div_const 2)))).pow 2).div_const 2
    have hzero := (Continuous.ae_eq_iff_eq volume hcont continuous_zero).1 hae
    have hode : ∀ x, HasDerivAt φ (2 * Real.sin (φ x / 2)) x := fun x => by
      have hx : defect φ x ^ 2 / 2 = 0 := congrFun hzero x
      have hd : defect φ x = 0 := pow_eq_zero_iff (two_ne_zero) |>.1 (by linarith)
      exact (hφ x).hasDerivAt.congr_deriv (sub_eq_zero.1 hd)
    -- the profile passes through `π` somewhere; that point is the vortex centre
    obtain ⟨a, ha⟩ : π ∈ Set.range φ := by
      obtain ⟨b, hb⟩ := (h0.eventually_lt_const Real.pi_pos).exists
      obtain ⟨c, hc⟩ := (h1.eventually_const_lt
        (show π < 2 * π by linarith [Real.pi_pos])).exists
      exact mem_range_of_exists_le_of_exists_ge hφ.continuous ⟨b, hb.le⟩ ⟨c, hc.le⟩
    have hLip : LipschitzWith 1 (fun y : ℝ => 2 * Real.sin (y / 2)) := by
      have hd : ∀ y : ℝ, HasDerivAt (fun y : ℝ => 2 * Real.sin (y / 2)) (Real.cos (y / 2)) y :=
        fun y => ((((hasDerivAt_id' y).div_const 2).sin).const_mul 2).congr_deriv (by ring)
      refine lipschitzWith_of_nnnorm_deriv_le (fun y => (hd y).differentiableAt) fun y => ?_
      rw [(hd y).deriv, ← NNReal.coe_le_coe, coe_nnnorm, Real.norm_eq_abs, NNReal.coe_one]
      exact Real.abs_cos_le_one _
    refine ⟨a, ODE_solution_unique_univ (v := fun _ y => 2 * Real.sin (y / 2))
      (s := fun _ => Set.univ) (K := 1) (t₀ := a) (fun _ => hLip.lipschitzOnWith)
      (fun x => ⟨hode x, Set.mem_univ _⟩) (fun x => ⟨hshift a x, Set.mem_univ _⟩) ?_⟩
    rw [ha, sub_self, vortex, Real.exp_zero, Real.arctan_one]
    ring
  · rintro ⟨a, rfl⟩
    have hd : ∀ x, defect (fun y => vortex (y - a)) x = 0 := fun x => by
      rw [defect, (hshift a x).deriv, sub_self]
    rw [hen]
    simp [hd]

end

end JosephsonVortex
```

```lean
#print axioms JosephsonVortex.josephson_vortex
-- 'JosephsonVortex.josephson_vortex' depends on axioms: [propext, Classical.choice, Quot.sound]
#print axioms JosephsonVortex.eight_le_energy
-- 'JosephsonVortex.eight_le_energy' depends on axioms: [propext, Classical.choice, Quot.sound]
#print axioms JosephsonVortex.energy_eq_eight_iff
-- 'JosephsonVortex.energy_eq_eight_iff' depends on axioms: [propext, Classical.choice, Quot.sound]
```

## Checking the energy on a grid

With grid spacing h, a simple discrete energy is

E_h = h Σᵢ [ (φᵢ₊₁ − φᵢ)²/(2h²) + 1 − cos φᵢ ].

For the vortex profile, this approaches 8 as the grid is refined and the box is enlarged. The two errors can be separated: a box from −L to L around the vortex centre contains the continuum energy

∫ 4/cosh²x dx = 8 tanh L,

so truncation removes 8(1 − tanh L), which is about 16 e⁻²ᴸ for large L. What remains is discretisation error. The lower bound of 8 belongs to the continuum energy on the infinite line, and a coarse grid or a short box can give a smaller number without any fault in the code.
